# The polynomial switch from 1 to 0 of order n has slope proportional to tⁿ(1 − t)ⁿ

A switching function takes a quantity smoothly from full strength to zero; here it is the polynomial P_n(t) = (1 − t)^(n+1) ∑ C(n+k, k) t^k, with k running from 0 to n, which equals 1 at t = 0 and 0 at t = 1. The theorem `hasDerivAt_switch` states that its derivative is −(2n+1) C(2n, n) tⁿ(1 − t)ⁿ, for every natural number n and every real t. The polynomial is not clamped to constant values outside the interval from 0 to 1. The proof goes by induction on n: the order-zero switch is 1 − t, and each further order adds an explicit correction whose derivative is combined with the previous slope by binomial identities.

An attempt in Lean 4 with a fault in it:

```lean
import Mathlib

open Finset

namespace HasDerivAtSwitch

/-- The switch of order `n`: `P_n(t) = (1-t)^(n+1) ∑_{k=0..n} C(n+k,k) t^k`,
over any commutative ring. -/
def switch {R : Type*} [CommRing R] (n : ℕ) (t : R) : R :=
  (1 - t) ^ (n + 1) * ∑ k ∈ range (n + 1), ((n + k).choose k : R) * t ^ k

/-- The central binomial coefficient `C(2n+2,n+1)` is twice `C(2n+1,n)`. -/
theorem central_choose (n : ℕ) :
    (2 * (n + 1)).choose (n + 1) = 2 * (2 * n + 1).choose n := by
  rw [show 2 * (n + 1) = (2 * n + 1) + 1 by omega, Nat.choose_succ_succ',
    Nat.choose_symm_half]
  ring

section Ring

variable {R : Type*} [CommRing R]

/-- Multiplying the sum of `C(n+1+k,k) t^k` over `k = 0..m` by `1 - t` gives the sum of
`C(n+k,k) t^k` over the same range, minus a single boundary term. -/
theorem telescope (n m : ℕ) (t : R) :
    (1 - t) * ∑ k ∈ range (m + 1), ((n + 1 + k).choose k : R) * t ^ k =
      ∑ k ∈ range (m + 1), ((n + k).choose k : R) * t ^ k
        - ((n + 1 + m).choose m : R) * t ^ (m + 1) := by
  induction m with
  | zero => simp
  | succ m ih =>
    -- Pascal's rule for the newly added coefficient
    have hp : ((n + 1 + (m + 1)).choose (m + 1) : R) =
        ((n + 1 + m).choose m : R) + ((n + (m + 1)).choose (m + 1) : R) := by
      have h : n + (m + 1) = n + 1 + m := by omega
      rw [h, ← Nat.cast_add]
      exact congrArg (fun x : ℕ => (x : R)) (Nat.choose_succ_succ' (n + 1 + m) m)
    rw [sum_range_succ (fun k => ((n + 1 + k).choose k : R) * t ^ k) (m + 1),
      sum_range_succ (fun k => ((n + k).choose k : R) * t ^ k) (m + 1)]
    linear_combination ih + t ^ (m + 1) * hp

/-- Raising the order of the switch by one adds a correction that is odd under the
exchange of `t` and `1 - t`. -/
theorem switch_succ (n : ℕ) (t : R) :
    switch (n + 1) t = switch n t +
      ((2 * n + 1).choose n : R) * (t ^ (n + 1) * (1 - t) ^ (n + 1) * (1 - 2 * t)) := by
  have h1 : (n + (n + 1)).choose (n + 1) = (2 * n + 1).choose n := by
    rw [show n + (n + 1) = 2 * n + 1 by omega, Nat.choose_symm_half]
  have h2 : (n + 1 + (n + 1)).choose (n + 1) = 2 * (2 * n + 1).choose n := by
    rw [show n + 1 + (n + 1) = 2 * (n + 1) by omega, central_choose]
  have h := telescope n (n + 1) t
  rw [sum_range_succ (fun k => ((n + k).choose k : R) * t ^ k) (n + 1),
    h1, h2, Nat.cast_mul, Nat.cast_ofNat] at h
  unfold switch
  linear_combination (1 - t) ^ (n + 1) * h

end Ring

/-- The slope of the real switch is `-(2n+1) C(2n,n) t^n (1-t)^n`. -/
theorem hasDerivAt_switch (n : ℕ) (t : ℝ) :
    HasDerivAt (switch n)
      (-((2 * (n : ℝ) + 1) * ((2 * n).choose n : ℝ) * (t ^ n * (1 - t) ^ n))) t := by
  induction n with
  | zero =>
    have h : (switch 0 : ℝ → ℝ) = fun x => 1 - x := by
      funext x
      simp [switch]
    rw [h]
    convert (hasDerivAt_id' t).const_sub 1 using 1
    simp
  | succ n ih =>
    have hf : (switch (n + 1) : ℝ → ℝ) = fun x => switch n x +
        ((2 * n + 1).choose n : ℝ) * (x ^ (n + 1) * (1 - x) ^ (n + 1) * (1 - 2 * x)) :=
      funext fun x => switch_succ n x
    -- the two binomial identities that merge the slopes
    have hc1 : (2 * (n : ℝ) + 1) * ((2 * n).choose n : ℝ) =
        ((2 * n + 1).choose n : ℝ) * ((n : ℝ) + 1) := by
      have h := Nat.add_one_mul_choose_eq (2 * n) n
      rw [Nat.choose_symm_half] at h
      exact_mod_cast h
    have hc2 : ((2 * (n + 1)).choose (n + 1) : ℝ) = 2 * ((2 * n + 1).choose n : ℝ) := by
      exact_mod_cast central_choose n
    have hx := (hasDerivAt_id' t).fun_pow (n + 1)
    have hy := ((hasDerivAt_id' t).const_sub 1).fun_pow (n + 1)
    have hz := ((hasDerivAt_id' t).const_mul 2).const_sub 1
    rw [hf]
    refine (ih.fun_add (((hx.fun_mul hy).fun_mul hz).const_mul
      ((2 * n + 1).choose n : ℝ))).congr_deriv ?_
    rw [hc2, hc1]
    simp only [Nat.add_sub_cancel, Nat.cast_add, Nat.cast_one]
    ring

end HasDerivAtSwitch
```

The error:

```
Main.lean:70:4: error: `simp` made no progress
```

Diagnosis. The error is in the base case, at the `simp` after `convert`. The message means that `simp` found nothing to rewrite in the goal it was given.

The goal one would expect there equates the stated slope at n = 0 with −1. That is within the reach of `simp`, which proves the same equation, with its sides exchanged, in the repaired file. So `convert` must have put some other goal first, from matching another part of the two `HasDerivAt` statements. The message does not print that goal, so its exact form can't be read off here.

The repair does without `convert`. `congr_deriv` takes the known derivative of `1 - x` and asks only for a proof that its value, −1, equals the stated one, which `by simp` supplies. `exact` then checks that the resulting statement agrees with the goal up to definitional equality, so no separate matching goals are left for `simp`.

The mended proof, as a diff:

```diff
@@ -67,6 +67,5 @@
       simp [switch]
     rw [h]
-    convert (hasDerivAt_id' t).const_sub 1 using 1
-    simp
+    exact ((hasDerivAt_id' t).const_sub 1).congr_deriv (by simp)
   | succ n ih =>
     have hf : (switch (n + 1) : ℝ → ℝ) = fun x => switch n x +
```
